# Temperley–Lieb relations for maximally entangled bonds on an open chain, and when they give the Yang–Baxter equation

On an open chain of sites \(\mathbb{C}^d\) with basis \(e_a\), let \(E_i=\Omega\Omega^H\) act on sites \(i\) and \(i+1\), with \(\Omega=\sum_a e_a\otimes e_a\); a power of the Hamiltonian \(-\sum_i E_i\) then expands into products of the \(E_i\), which can often be shortened. The rules for this are \(E_i^2=dE_i\), \(E_iE_jE_i=E_i\) for adjacent bonds, and \(E_iE_j=E_jE_i\) for bonds that share no site.

```lean
import Mathlib

open Matrix Function

namespace TemperleyLiebChain

noncomputable section

/-- States of `N` sites with local space `ℂ^d`, given by their amplitudes on product
configurations. -/
abbrev ChainState (N d : ℕ) := (Fin N → Fin d) → ℂ

/-- The unnormalised maximally entangled vector `Ω = ∑ a, e_a ⊗ e_a`, in components. -/
def Omega (d : ℕ) : Fin d × Fin d → ℂ := fun p => if p.1 = p.2 then 1 else 0

/-- For distinct sites `x` and `y`, the action of the two-site matrix `K` on these sites. -/
def onPair {N d : ℕ} (x y : Fin N) (K : Matrix (Fin d × Fin d) (Fin d × Fin d) ℂ) :
    Module.End ℂ (ChainState N d) where
  toFun ψ s := ∑ a, ∑ b, K (s x, s y) (a, b) * ψ (update (update s x a) y b)
  map_add' ψ φ := by
    funext s
    simp [mul_add, Finset.sum_add_distrib]
  map_smul' c ψ := by
    funext s
    simp [Finset.mul_sum, mul_left_comm]

/-- For distinct sites `x` and `y`, the operator `Ω Ω^H` acting on these sites. -/
def bond {N : ℕ} (d : ℕ) (x y : Fin N) : Module.End ℂ (ChainState N d) :=
  onPair x y (vecMulVec (Omega d) (star (Omega d)))

/-- The generator `E_i`: the operator `Ω Ω^H` on the neighbouring sites `i` and `i + 1` of a
chain of `N + 1` sites. -/
def tl {N : ℕ} (d : ℕ) (i : Fin N) : Module.End ℂ (ChainState (N + 1) d) :=
  bond d i.castSucc i.succ

/-- The operator `R_i(u) = 1 + u E_i`. -/
def rOp {N : ℕ} (d : ℕ) (i : Fin N) (u : ℂ) : Module.End ℂ (ChainState (N + 1) d) :=
  1 + u • tl d i

/-- The amplitude of `Ω Ω^H ψ` vanishes unless the two sites agree, and is then the sum of the
amplitudes of `ψ` over all equal pairs on these sites. -/
theorem bond_apply {N d : ℕ} (x y : Fin N) (ψ : ChainState N d) (s : Fin N → Fin d) :
    bond d x y ψ s =
      if s x = s y then ∑ a, ψ (update (update s x a) y a) else 0 := by
  have K : ∀ a b a' b' : Fin d, vecMulVec (Omega d) (star (Omega d)) (a, b) (a', b') =
      if a = b then (if a' = b' then 1 else 0) else 0 := by
    intro a b a' b'
    by_cases h : a = b <;> by_cases h' : a' = b' <;> simp [vecMulVec_apply, Omega, h, h']
  change ∑ a, ∑ b, vecMulVec (Omega d) (star (Omega d)) (s x, s y) (a, b) *
    ψ (update (update s x a) y b) = _
  simp only [K]
  by_cases h : s x = s y <;> simp [h]

/-- Exchanging the two sites leaves the operator `Ω Ω^H` unchanged. -/
theorem bond_comm {N : ℕ} (d : ℕ) {x y : Fin N} (hxy : x ≠ y) : bond d x y = bond d y x := by
  refine LinearMap.ext fun ψ => funext fun s => ?_
  have u : ∀ a, update (update s x a) y a = update (update s y a) x a :=
    fun a => update_comm hxy a a s
  simp only [bond_apply, u, eq_comm (a := s x)]

/-- The square of `Ω Ω^H` on a pair of sites is `d` times the operator itself. -/
theorem bond_sq {N : ℕ} (d : ℕ) (x y : Fin N) :
    bond d x y * bond d x y = (d : ℂ) • bond d x y := by
  refine LinearMap.ext fun ψ => funext fun s => ?_
  have u : ∀ a b, update (update (update (update s x a) y a) x b) y b =
      update (update s x b) y b := by
    intro a b
    funext k
    simp only [update_apply]
    split_ifs <;> rfl
  have vx : ∀ a, update (update s x a) y a x = a := by
    intro a
    simp [update_apply]
  have vy : ∀ a, update (update s x a) y a y = a := by
    intro a
    simp
  simp only [Module.End.mul_apply, LinearMap.smul_apply, Pi.smul_apply, bond_apply, vx, vy, u]
  by_cases h : s x = s y <;> simp [h]

/-- For three distinct sites, `E_xy E_yz E_xy = E_xy`. -/
theorem bond_triple {N : ℕ} (d : ℕ) {x y z : Fin N} (hxy : x ≠ y) (hyz : y ≠ z) (hxz : x ≠ z) :
    bond d x y * bond d y z * bond d x y = bond d x y := by
  refine LinearMap.ext fun ψ => funext fun s => ?_
  have u : ∀ a b c, b = s z →
      update (update (update (update (update (update s x a) y a) y b) z b) x c) y c =
        update (update s x c) y c := by
    rintro a b c rfl
    funext k
    simp only [update_apply]
    split_ifs <;> simp_all
  -- the middle operator forces the summed index to equal the state of site `z`
  have inner : ∀ a, bond d y z (bond d x y ψ) (update (update s x a) y a) =
      if a = s z then ∑ c, ψ (update (update s x c) y c) else 0 := by
    intro a
    have h1 : update (update s x a) y a y = a := by simp
    have h2 : update (update s x a) y a z = s z := by
      simp [hyz.symm, hxz.symm]
    rw [bond_apply, h1, h2]
    by_cases ha : a = s z
    · rw [if_pos ha, if_pos ha]
      have step : ∀ b, bond d x y ψ (update (update (update (update s x a) y a) y b) z b) =
          if a = b then ∑ c, ψ (update (update s x c) y c) else 0 := by
        intro b
        have h3 : update (update (update (update s x a) y a) y b) z b x = a := by
          simp [hxy, hxz]
        have h4 : update (update (update (update s x a) y a) y b) z b y = b := by
          simp [update_apply]
        rw [bond_apply, h3, h4]
        by_cases hb : a = b
        · rw [if_pos hb, if_pos hb]
          exact Finset.sum_congr rfl fun c _ => congrArg ψ (u a b c (hb.symm.trans ha))
        · rw [if_neg hb, if_neg hb]
      simp only [step]
      simp
    · rw [if_neg ha, if_neg ha]
  rw [Module.End.mul_apply, Module.End.mul_apply, bond_apply, bond_apply]
  simp only [inner]
  simp

/-- The operators `Ω Ω^H` on two disjoint pairs of sites commute. -/
theorem bond_commute {N : ℕ} (d : ℕ) {x y z w : Fin N} (hxz : x ≠ z) (hxw : x ≠ w)
    (hyz : y ≠ z) (hyw : y ≠ w) : bond d x y * bond d z w = bond d z w * bond d x y := by
  refine LinearMap.ext fun ψ => funext fun s => ?_
  have u : ∀ a b, update (update (update (update s x a) y a) z b) w b =
      update (update (update (update s z b) w b) x a) y a := by
    intro a b
    funext k
    simp only [update_apply]
    split_ifs <;> simp_all
  have h1 : ∀ a, update (update s x a) y a z = s z := by
    intro a
    simp [hxz.symm, hyz.symm]
  have h2 : ∀ a, update (update s x a) y a w = s w := by
    intro a
    simp [hxw.symm, hyw.symm]
  have h3 : ∀ b, update (update s z b) w b x = s x := by
    intro b
    simp [hxz, hxw]
  have h4 : ∀ b, update (update s z b) w b y = s y := by
    intro b
    simp [hyz, hyw]
  simp only [Module.End.mul_apply, bond_apply, h1, h2, h3, h4, u]
  by_cases p : s x = s y
  · by_cases q : s z = s w
    · simp only [if_pos p, if_pos q]
      exact Finset.sum_comm
    · simp [q]
  · simp [p]

/-- The Temperley-Lieb relations on the chain: `E_i² = d E_i`, `E_i E_j E_i = E_i` for adjacent
bonds, and `E_i E_j = E_j E_i` for bonds that share no site. -/
theorem temperley_lieb (N d : ℕ) :
    (∀ i : Fin N, tl d i * tl d i = (d : ℂ) • tl d i) ∧
    (∀ i j : Fin N, ((i : ℕ) + 1 = j ∨ (j : ℕ) + 1 = i) → tl d i * tl d j * tl d i = tl d i) ∧
    (∀ i j : Fin N, ((i : ℕ) + 1 < j ∨ (j : ℕ) + 1 < i) → tl d i * tl d j = tl d j * tl d i) := by
  refine ⟨fun i => bond_sq d _ _, fun i j hij => ?_, fun i j hij => ?_⟩
  · unfold tl
    rcases hij with hij | hij
    · have h : j.castSucc = i.succ := Fin.ext (show (j : ℕ) = (i : ℕ) + 1 by omega)
      rw [h]
      exact bond_triple d (Fin.ne_of_val_ne (show (i : ℕ) ≠ (i : ℕ) + 1 by omega))
        (Fin.ne_of_val_ne (show (i : ℕ) + 1 ≠ (j : ℕ) + 1 by omega))
        (Fin.ne_of_val_ne (show (i : ℕ) ≠ (j : ℕ) + 1 by omega))
    · have h : i.castSucc = j.succ := Fin.ext (show (i : ℕ) = (j : ℕ) + 1 by omega)
      have h1 : j.succ ≠ i.succ :=
        Fin.ne_of_val_ne (show (j : ℕ) + 1 ≠ (i : ℕ) + 1 by omega)
      have h2 : j.castSucc ≠ j.succ := Fin.ne_of_val_ne (show (j : ℕ) ≠ (j : ℕ) + 1 by omega)
      have h3 : i.succ ≠ j.castSucc := Fin.ne_of_val_ne (show (i : ℕ) + 1 ≠ (j : ℕ) by omega)
      rw [h, bond_comm d h1, bond_comm d h2]
      exact bond_triple d h1.symm h2.symm h3
  · exact bond_commute d (Fin.ne_of_val_ne (show (i : ℕ) ≠ (j : ℕ) by omega))
      (Fin.ne_of_val_ne (show (i : ℕ) ≠ (j : ℕ) + 1 by omega))
      (Fin.ne_of_val_ne (show (i : ℕ) + 1 ≠ (j : ℕ) by omega))
      (Fin.ne_of_val_ne (show (i : ℕ) + 1 ≠ (j : ℕ) + 1 by omega))

/-- For local dimension at least two, different bonds carry different generators. -/
theorem tl_ne {N d : ℕ} (hd : 2 ≤ d) {i j : Fin N} (hij : i ≠ j) : tl d i ≠ tl d j := by
  intro h
  -- a configuration with a domain wall at bond `j`
  obtain ⟨s, s0, s1⟩ : ∃ s : Fin (N + 1) → Fin d,
      (∀ k : Fin (N + 1), (k : ℕ) ≤ j → s k = ⟨0, by omega⟩) ∧
      (∀ k : Fin (N + 1), ¬ (k : ℕ) ≤ j → s k = ⟨1, by omega⟩) :=
    ⟨fun k => if (k : ℕ) ≤ j then ⟨0, by omega⟩ else ⟨1, by omega⟩,
      fun _ hk => if_pos hk, fun _ hk => if_neg hk⟩
  have hne : (i : ℕ) ≠ j := fun e => hij (Fin.ext e)
  have hi : s i.castSucc = s i.succ := by
    rcases lt_or_gt_of_ne hne with g | g
    · rw [s0 i.castSucc (show (i : ℕ) ≤ j by omega), s0 i.succ (show (i : ℕ) + 1 ≤ j by omega)]
    · rw [s1 i.castSucc (show ¬ (i : ℕ) ≤ j by omega),
        s1 i.succ (show ¬ (i : ℕ) + 1 ≤ j by omega)]
  have hj : s j.castSucc ≠ s j.succ := by
    rw [s0 j.castSucc (show (j : ℕ) ≤ j from le_rfl),
      s1 j.succ (show ¬ (j : ℕ) + 1 ≤ j by omega)]
    simp
  have hs := congrFun (LinearMap.congr_fun h (fun _ => 1)) s
  simp only [tl, bond_apply, if_pos hi, if_neg hj] at hs
  simp at hs
  omega

/-- On adjacent bonds the two sides of the Yang-Baxter equation differ by a scalar multiple of
`E_i - E_j`. -/
theorem yang_baxter_defect {N : ℕ} (d : ℕ) {i j : Fin N}
    (hij : (i : ℕ) + 1 = j ∨ (j : ℕ) + 1 = i) (x y z : ℂ) :
    rOp d i x * rOp d j y * rOp d i z - rOp d j z * rOp d i y * rOp d j x =
      (x + z + d * x * z + x * y * z - y) • (tl d i - tl d j) := by
  obtain ⟨sq, triple, -⟩ := temperley_lieb N d
  have a := sq i
  have b := sq j
  have c := triple i j hij
  have e := triple j i hij.symm
  simp only [rOp, mul_add, add_mul, smul_mul_assoc, mul_smul_comm, one_mul, mul_one, smul_add,
    smul_smul, a, b, c, e]
  module

/-- For `d ≥ 2` the operators `R_i(u) = 1 + u E_i` on adjacent bonds satisfy the Yang-Baxter
equation exactly when `y = x + z + d x z + x y z`. -/
theorem yang_baxter_iff {N d : ℕ} (hd : 2 ≤ d) {i j : Fin N}
    (hij : (i : ℕ) + 1 = j ∨ (j : ℕ) + 1 = i) (x y z : ℂ) :
    rOp d i x * rOp d j y * rOp d i z = rOp d j z * rOp d i y * rOp d j x ↔
      y = x + z + d * x * z + x * y * z := by
  have hne : i ≠ j := by
    rintro rfl
    omega
  rw [← sub_eq_zero, yang_baxter_defect d hij, smul_eq_zero]
  constructor
  · rintro (h | h)
    · linear_combination -h
    · exact absurd (sub_eq_zero.mp h) (tl_ne hd hne)
  · intro h
    left
    linear_combination -h

/-- If `q² + d q + 1 = 0`, the operators `1 + q E_i` on adjacent bonds satisfy the braid
relation. -/
theorem braid_relation {N : ℕ} (d : ℕ) {i j : Fin N}
    (hij : (i : ℕ) + 1 = j ∨ (j : ℕ) + 1 = i) {q : ℂ} (hq : q ^ 2 + d * q + 1 = 0) :
    rOp d i q * rOp d j q * rOp d i q = rOp d j q * rOp d i q * rOp d j q := by
  have h : q + q + d * q * q + q * q * q - q = 0 := by linear_combination q * hq
  rw [← sub_eq_zero, yang_baxter_defect d hij, h, zero_smul]

end

end TemperleyLiebChain
```

```lean
#print axioms TemperleyLiebChain.yang_baxter_iff
-- 'TemperleyLiebChain.yang_baxter_iff' depends on axioms: [propext, Classical.choice, Quot.sound]
#print axioms TemperleyLiebChain.braid_relation
-- 'TemperleyLiebChain.braid_relation' depends on axioms: [propext, Classical.choice, Quot.sound]
```

## States, sites and bonds

A state in `ChainState N d` is a function \(\psi(s)\) that gives a complex amplitude to each product configuration \(s\) of \(N\) sites. Operators are linear maps on these amplitudes, and in a product the rightmost factor acts first. The expression `update s x a` is the configuration \(s\) with the local state of site \(x\) replaced by \(a\).

`onPair x y K` lets a two-site matrix \(K\) act on sites \(x\) and \(y\) and leaves the others alone. This is its physical meaning for distinct sites; the definition itself does not require \(x\neq y\). `bond d x y` uses \(K=\Omega\Omega^H\), and `tl d i` is the bond operator \(E_i\).

Sites and bonds are counted from zero. For `tl`, \(N\) is the number of bonds, so the chain has \(N+1\) sites and no bond closes it into a ring. The theorem `temperley_lieb` holds for all \(N\) and \(d\); a chain too short to have adjacent or distant bonds satisfies the corresponding relation vacuously.

The vector \(\Omega\) has squared norm \(d\). For \(d\ge 1\) the projector onto the normalised entangled state is \(P_i=E_i/d\), and the first two rules become \(P_i^2=P_i\) and \(P_iP_jP_i=P_i/d^2\).

## Spin one-half as an example

For \(d=2\), a spin rotation by \(\pi\) about the \(y\) axis on every second site turns \(P_i\) into the projector onto the singlet of two neighbouring spins. The nearest-neighbour Heisenberg antiferromagnet with equal couplings on a finite open chain is therefore, up to a constant and a positive factor, \(-\sum_i E_i\) in the rotated basis. This identification is background to the Lean file and is not used in it.

The file also treats \(R_i(u)=1+uE_i\), written `rOp d i u`. The Yang–Baxter equation says that three successive operations on the bonds \(i,j,i\) give the same result as three on the bonds \(j,i,j\) with the parameters in reverse order:
\[
R_i(x)R_j(y)R_i(z)=R_j(z)R_i(y)R_j(x).
\]
Here \(x,y,z\) are complex parameters, whereas in the `bond` lemmas the same letters denote sites. For adjacent bonds and \(d\ge2\), `yang_baxter_iff` shows that the equation holds exactly when
\[
y=x+z+dxz+xyz .
\]
If \(xz\neq1\), this fixes the middle parameter as \(y=(x+z+dxz)/(1-xz)\). If \(xz=1\), the condition holds for every \(y\) when \(x+z+d=0\), and for no \(y\) otherwise. The theorems concern these operator identities; they construct no transfer matrix and determine no spectrum.

In `braid_relation` all three parameters equal \(q\), and the condition \(q^2+dq+1=0\) gives values of \(q\) at which the operators \(1+qE_i\) on adjacent bonds obey the braid relation, like crossings of neighbouring strands. For \(d=2\) it gives \(q=-1\), and in the rotated spin basis \(1-E_i\) is the swap of two neighbouring spins.

## Shortening products of bond operators

The components of \(\Omega\) are \(\delta_{ab}\), so \(\Omega\Omega^H\) has matrix elements \(\delta_{ab}\delta_{a'b'}\). Write \(E_{xy}\) for the operator on sites \(x,y\), and \(s[x,y\to a]\) for \(s\) with both sites set to \(a\). Then
\[
(E_{xy}\psi)(s)=\delta_{s_xs_y}\sum_a\psi(s[x,y\to a]).
\]
This is `bond_apply`. Its auxiliary statement `K` computes the matrix elements, and simplification then collapses the double sum to equal pairs.

**Square.** The formula for the left factor sets both sites to the same state \(a\), so the delta of the right factor equals one. Setting the sites to \(b\) then erases \(a\):
\[
(E_{xy}^2\psi)(s)=\delta_{s_xs_y}\sum_a\sum_b\psi(s[x,y\to b])=d\,(E_{xy}\psi)(s).
\]
In `bond_sq`, `vx` and `vy` read off the equal local states, and `u` says that the second replacement overwrites the first.

**Adjacent bonds.** Take three distinct sites and list only their states, in the order \(x,y,z\). Applying the formula three times gives
\[
\begin{aligned}
(E_{xy}E_{yz}E_{xy}\psi)(s)
&=\delta_{s_xs_y}\sum_a (E_{yz}E_{xy}\psi)(a,a,s_z)\\
&=\delta_{s_xs_y}\sum_a\delta_{as_z}\sum_b (E_{xy}\psi)(a,b,b)\\
&=\delta_{s_xs_y}\sum_a\delta_{as_z}\sum_b\delta_{ab}\sum_c\psi(c,c,b).
\end{aligned}
\]
The deltas force \(a=b=s_z\). What remains is \(\delta_{s_xs_y}\sum_c\psi(c,c,s_z)=(E_{xy}\psi)(s)\). In `bond_triple`, `step` evaluates the innermost operator and `inner` carries out the sum over \(b\); the final simplification does the sum over \(a\).

**Disjoint bonds.** If \(\{x,y\}\) and \(\{z,w\}\) share no site, neither operator changes the delta of the other. Both orders give
\[
\delta_{s_xs_y}\delta_{s_zs_w}\sum_{a,b}\psi(s[x,y\to a][z,w\to b]).
\]
`bond_commute` checks that the replacements can be exchanged and then interchanges the two sums.

`temperley_lieb` applies these lemmas to neighbouring sites. If \(j=i+1\), the right site of bond \(i\) is the left site of bond \(j\), and `bond_triple` applies directly. If \(j=i-1\), the sites of both bonds are first exchanged by `bond_comm`, which states \(E_{xy}=E_{yx}\).

## The Yang–Baxter condition and a domain wall

For adjacent bonds, expanding the left side and using the rules gives
\[
\begin{aligned}
R_i(x)R_j(y)R_i(z)={}&1+(x+z+dxz+xyz)E_i+yE_j\\
&+xy\,E_iE_j+yz\,E_jE_i .
\end{aligned}
\]
The right side is
\[
\begin{aligned}
R_j(z)R_i(y)R_j(x)={}&1+(x+z+dxz+xyz)E_j+yE_i\\
&+xy\,E_iE_j+yz\,E_jE_i .
\end{aligned}
\]
The mixed products cancel in the difference, which is
\[
(x+z+dxz+xyz-y)(E_i-E_j).
\]
This is `yang_baxter_defect`. Its `simp only` step expands and reduces the products, and `module` compares the coefficients.

If the scalar vanishes, the equation holds. For the converse one needs \(E_i\neq E_j\), which `tl_ne` proves for any two different bonds when \(d\ge2\). Let \(s\) have local state \(0\) on all sites up to \(j\) and \(1\) on all later sites, so that its only domain wall lies on bond \(j\). For the state whose amplitudes are all one,
\[
(E_i\psi)(s)=d,\qquad (E_j\psi)(s)=0 .
\]
The operators therefore differ. In `yang_baxter_iff`, `smul_eq_zero` splits the vanishing difference into a zero scalar or equal operators, and `tl_ne` excludes the second case.

For \(x=y=z=q\) the scalar is \(q(q^2+dq+1)\). It vanishes under the hypothesis of `braid_relation`, which therefore needs no lower bound on \(d\).

## One-level sites and distant bonds

The equivalence fails for \(d=1\). There is then only one configuration, every \(E_i\) is the identity, and both sides of the Yang–Baxter equation equal \((1+x)(1+y)(1+z)\). With \(x=z=0\) and \(y=1\) the equation holds, although the stated condition would require \(y=0\).

Adjacency matters for the triple product. On four sites with \(d=2\), bonds \(0\) and \(2\) commute, so \(E_0E_2E_0=2E_0E_2\). This operator has rank one, whereas \(E_0\) has rank four.
